# Identifiable shell interactions are fixed by Boltzmann weights and virtual exchanges

A virtual exchange is modelled here as a map of a finite set of configurations to itself that undoes itself when applied twice, with no lattice or atomic species behind it. At a known positive temperature, the Boltzmann weights then determine the interactions of an energy linear in the shell counts, provided that no nonzero combination of the counts is left unchanged by all the exchanges.

In Lean 4 with Mathlib:

```lean
import Mathlib

open Finset

namespace VirtualExchange

noncomputable section

variable {S K J : Type*} [Fintype S] [Fintype K] [Fintype J]

/-- The change of an observable `X` when the virtual exchange `τ` is applied to `s`. -/
def change (τ : S → S) (X : S → ℝ) (s : S) : ℝ := X (τ s) - X s

/-- The normalised Boltzmann weight of a configuration. -/
def boltzmann (β : ℝ) (E : S → ℝ) (s : S) : ℝ :=
  Real.exp (-β * E s) / ∑ t, Real.exp (-β * E t)

/-- The heat-bath acceptance probability of an exchange that costs the energy `x`. -/
def acceptance (β x : ℝ) : ℝ := 1 / (1 + Real.exp (β * x))

/-- The energy of a configuration with shell counts `n j` and shell interactions `V j`. -/
def shellEnergy (n : J → S → ℝ) (V : J → ℝ) (s : S) : ℝ := ∑ j, V j * n j s

/-- For each shell, the change of its count weighted by the acceptance for trial interactions `V`,
averaged with the weights `p` and summed over the exchanges. -/
def residual (p : S → ℝ) (β : ℝ) (τ : K → S → S) (n : J → S → ℝ) (V : J → ℝ) (j : J) : ℝ :=
  ∑ k, ∑ s, p s * (change (τ k) (n j) s * acceptance β (change (τ k) (shellEnergy n V) s))

/-- Only the zero combination of the shell counts is unchanged by all the exchanges. -/
def Identifiable (τ : K → S → S) (n : J → S → ℝ) : Prop :=
  ∀ c : J → ℝ, (∀ k s, ∑ j, c j * change (τ k) (n j) s = 0) → c = 0

omit [Fintype S] in
lemma change_shellEnergy (τ : S → S) (n : J → S → ℝ) (V : J → ℝ) (s : S) :
    change τ (shellEnergy n V) s = ∑ j, V j * change τ (n j) s := by
  simp only [change, shellEnergy, mul_sub, Finset.sum_sub_distrib]

lemma boltzmann_pos (β : ℝ) (E : S → ℝ) (s : S) : 0 < boltzmann β E s :=
  div_pos (Real.exp_pos _) (Finset.sum_pos (fun _ _ => Real.exp_pos _) ⟨s, mem_univ s⟩)

lemma acceptance_pair_neg {β x y : ℝ} (hβ : 0 < β) (h : x ≠ y) :
    (x - y) * (acceptance β x - acceptance β y) < 0 := by
  have anti : ∀ u v : ℝ, u < v → acceptance β v < acceptance β u := by
    intro u v huv
    have h1 := Real.exp_lt_exp.mpr (mul_lt_mul_of_pos_left huv hβ)
    exact one_div_lt_one_div_of_lt (by positivity) (by linarith)
  rcases lt_or_gt_of_ne h with h | h
  · exact mul_neg_of_neg_of_pos (by linarith) (by linarith [anti x y h])
  · exact mul_neg_of_pos_of_neg (by linarith) (by linarith [anti y x h])

/-- Detailed balance: the Boltzmann weight times the acceptance of the exchange is the same
for a configuration and for its exchanged partner. -/
theorem detailed_balance (β : ℝ) (E : S → ℝ) {τ : S → S} (hτ : Function.Involutive τ) (s : S) :
    boltzmann β E (τ s) * acceptance β (change τ E (τ s)) =
      boltzmann β E s * acceptance β (change τ E s) := by
  have key : ∀ x y Z : ℝ, 0 < x → 0 < y → 0 < Z →
      y / Z * (1 / (1 + y / x)) = x / Z * (1 / (1 + x / y)) := by
    intro x y Z hx hy hZ
    have h1 : 1 + y / x = (x + y) / x := by rw [add_div, div_self hx.ne']
    have h2 : 1 + x / y = (x + y) / y := by rw [add_div, div_self hy.ne']; ring
    rw [h1, h2, one_div_div, one_div_div]
    ring
  have ratio : ∀ a b : ℝ, Real.exp (β * (b - a)) = Real.exp (-β * a) / Real.exp (-β * b) := by
    intro a b
    rw [← Real.exp_sub]
    congr 1
    ring
  unfold boltzmann acceptance change
  rw [hτ s, ratio, ratio]
  exact key _ _ _ (Real.exp_pos _) (Real.exp_pos _)
    (Finset.sum_pos (fun _ _ => Real.exp_pos _) ⟨s, mem_univ s⟩)

/-- In thermal equilibrium the change of any observable under a virtual exchange, weighted by
the acceptance of that exchange, averages to zero. -/
theorem exchange_average_zero (β : ℝ) (E X : S → ℝ) {τ : S → S} (hτ : Function.Involutive τ) :
    ∑ s, boltzmann β E s * (change τ X s * acceptance β (change τ E s)) = 0 := by
  -- relabelling the configurations by the exchange reverses the sign of the sum
  have h1 := hτ.bijective.sum_comp
    (fun s => boltzmann β E s * (change τ X s * acceptance β (change τ E s)))
  have h2 : ∑ s, boltzmann β E (τ s) * (change τ X (τ s) * acceptance β (change τ E (τ s))) =
      -∑ s, boltzmann β E s * (change τ X s * acceptance β (change τ E s)) := by
    rw [← Finset.sum_neg_distrib]
    refine Finset.sum_congr rfl fun s _ => ?_
    have hX : change τ X (τ s) = -change τ X s := by
      unfold change
      rw [hτ s]
      ring
    rw [hX]
    linear_combination (-change τ X s) * detailed_balance β E hτ s
  linarith

/-- For positive weights, `β > 0` and a count change `d` that is not identically zero, the one-shell
residual is strictly decreasing in the trial interaction. -/
theorem one_shell_strictAnti {p d : S → ℝ} {β : ℝ} (hp : ∀ s, 0 < p s) (hβ : 0 < β)
    (hd : ∃ s, d s ≠ 0) :
    StrictAnti fun V : ℝ => ∑ s, p s * (d s * acceptance β (V * d s)) := by
  intro V W hVW
  have strict : ∀ s, d s ≠ 0 →
      p s * (d s * acceptance β (W * d s)) < p s * (d s * acceptance β (V * d s)) := by
    intro s hs
    have hne : W * d s ≠ V * d s := fun h => hVW.ne' (mul_right_cancel₀ hs h)
    have h1 := acceptance_pair_neg hβ hne
    refine mul_lt_mul_of_pos_left ?_ (hp s)
    by_contra hc
    have h2 := mul_nonneg (sub_nonneg.mpr hVW.le) (sub_nonneg.mpr (not_lt.mp hc))
    linarith
  obtain ⟨s₀, hs₀⟩ := hd
  refine Finset.sum_lt_sum (fun s _ => ?_) ⟨s₀, mem_univ s₀, strict s₀ hs₀⟩
  by_cases hs : d s = 0
  · simp [hs]
  · exact (strict s hs).le

/-- For `β > 0`, an involutive exchange that changes the count of some configuration, and
equilibrium data generated by the one-shell interaction `V₀`, the residual vanishes at `V₀` and at
no other trial interaction. -/
theorem one_shell_recovery {β : ℝ} (hβ : 0 < β) {τ : S → S} (hτ : Function.Involutive τ)
    (n : S → ℝ) (hn : ∃ s, change τ n s ≠ 0) (V₀ V : ℝ) :
    ∑ s, boltzmann β (fun t => V₀ * n t) s *
      (change τ n s * acceptance β (V * change τ n s)) = 0 ↔ V = V₀ := by
  have h0 := exchange_average_zero β (fun t => V₀ * n t) n hτ
  have hc : ∀ s, change τ (fun t => V₀ * n t) s = V₀ * change τ n s :=
    fun s => (mul_sub _ _ _).symm
  simp only [hc] at h0
  have hanti := one_shell_strictAnti (boltzmann_pos β fun t => V₀ * n t) hβ hn
  constructor
  · intro h
    exact hanti.injective (h.trans h0.symm)
  · rintro rfl
    exact h0

/-- The difference of two residuals, paired with the difference of the interactions, is a weighted
sum over exchanges and configurations of energy differences times acceptance differences. -/
theorem residual_pairing (p : S → ℝ) (β : ℝ) (τ : K → S → S) (n : J → S → ℝ) (V W : J → ℝ) :
    ∑ j, (V j - W j) * (residual p β τ n V j - residual p β τ n W j) =
      ∑ k, ∑ s, p s *
        ((change (τ k) (shellEnergy n V) s - change (τ k) (shellEnergy n W) s) *
        (acceptance β (change (τ k) (shellEnergy n V) s) -
          acceptance β (change (τ k) (shellEnergy n W) s))) := by
  simp only [residual, ← Finset.sum_sub_distrib, Finset.mul_sum]
  rw [Finset.sum_comm]
  refine Finset.sum_congr rfl fun k _ => ?_
  rw [Finset.sum_comm]
  refine Finset.sum_congr rfl fun s _ => ?_
  have hlin : change (τ k) (shellEnergy n V) s - change (τ k) (shellEnergy n W) s =
      ∑ j, (V j - W j) * change (τ k) (n j) s := by
    simp only [change_shellEnergy, sub_mul, Finset.sum_sub_distrib]
  rw [hlin, Finset.sum_mul, Finset.mul_sum]
  exact Finset.sum_congr rfl fun j _ => by ring

/-- For positive weights and `β > 0`, different interactions always give different residuals exactly
when the shell counts are identifiable from the exchanges. -/
theorem residual_injective_iff {p : S → ℝ} {β : ℝ} (hp : ∀ s, 0 < p s) (hβ : 0 < β)
    (τ : K → S → S) (n : J → S → ℝ) :
    Function.Injective (residual p β τ n) ↔ Identifiable τ n := by
  constructor
  · intro hinj c hc
    -- an invisible combination has the same residual as zero interaction
    apply hinj
    funext j
    simp [residual, change_shellEnergy, hc]
  · intro hI V W h
    have hsum := residual_pairing p β τ n V W
    simp only [h, sub_self, mul_zero, Finset.sum_const_zero] at hsum
    have hle : ∀ k s, p s *
        ((change (τ k) (shellEnergy n V) s - change (τ k) (shellEnergy n W) s) *
        (acceptance β (change (τ k) (shellEnergy n V) s) -
          acceptance β (change (τ k) (shellEnergy n W) s))) ≤ 0 := by
      intro k s
      by_cases he : change (τ k) (shellEnergy n V) s = change (τ k) (shellEnergy n W) s
      · simp [he]
      · exact (mul_neg_of_pos_of_neg (hp s) (acceptance_pair_neg hβ he)).le
    -- a vanishing sum of nonpositive terms forces equal exchange energies
    have heq : ∀ k s,
        change (τ k) (shellEnergy n V) s = change (τ k) (shellEnergy n W) s := by
      intro k s
      by_contra he
      have hneg := mul_neg_of_pos_of_neg (hp s) (acceptance_pair_neg hβ he)
      have h1 := Finset.sum_lt_sum (fun t _ => hle k t) ⟨s, mem_univ s, hneg⟩
      rw [Finset.sum_const_zero] at h1
      have h2 := Finset.sum_lt_sum
        (fun l _ => Finset.sum_nonpos fun t _ => hle l t) ⟨k, mem_univ k, h1⟩
      rw [Finset.sum_const_zero] at h2
      linarith
    have hz : (fun j => V j - W j) = 0 := by
      apply hI
      intro k s
      have h3 := heq k s
      rw [change_shellEnergy, change_shellEnergy] at h3
      simp only [sub_mul, Finset.sum_sub_distrib]
      linarith
    funext j
    exact sub_eq_zero.mp (congrFun hz j)

/-- For `β > 0`, involutive exchanges, identifiable shell counts and equilibrium data generated by
shell interactions `V₀`, the residual vanishes in every shell exactly when the trial interactions
equal `V₀`. -/
theorem interaction_recovery {β : ℝ} (hβ : 0 < β) {τ : K → S → S}
    (hτ : ∀ k, Function.Involutive (τ k)) {n : J → S → ℝ} (hn : Identifiable τ n)
    (V₀ V : J → ℝ) :
    residual (boltzmann β (shellEnergy n V₀)) β τ n V = 0 ↔ V = V₀ := by
  have h0 : residual (boltzmann β (shellEnergy n V₀)) β τ n V₀ = 0 := by
    funext j
    exact Finset.sum_eq_zero fun k _ =>
      exchange_average_zero β (shellEnergy n V₀) (n j) (hτ k)
  constructor
  · intro h
    exact (residual_injective_iff (boltzmann_pos β _) hβ τ n).2 hn (h.trans h0.symm)
  · rintro rfl
    exact h0

/-- On `m + 1` configurations, the swaps of configuration `0` with each other one are
involutions, and the indicators of the other configurations are identifiable from them. -/
theorem interaction_recovery_witness (m : ℕ) :
    (∀ k : Fin m, Function.Involutive fun s : Fin (m + 1) => Equiv.swap 0 k.succ s) ∧
    Identifiable (fun (k : Fin m) (s : Fin (m + 1)) => Equiv.swap 0 k.succ s)
      (fun (j : Fin m) (s : Fin (m + 1)) => if s = j.succ then (1 : ℝ) else 0) := by
  constructor
  · intro k s
    simp
  · intro c h
    funext k
    have hk := h k 0
    simpa [change, (Fin.succ_ne_zero _).symm] using hk

end

end VirtualExchange
```

```lean
#print axioms VirtualExchange.one_shell_recovery
#print axioms VirtualExchange.interaction_recovery
```

```
'VirtualExchange.one_shell_recovery' depends on axioms: [propext, Classical.choice, Quot.sound]
'VirtualExchange.interaction_recovery' depends on axioms: [propext, Classical.choice, Quot.sound]
```

## An equation for the unknown interactions

The configurations form the finite type `S`, the exchanges are labelled by `K`, and the coordination shells by `J`. Each shell j has a count n_j(s), for instance the number of unlike pairs at that distance, and an interaction V_j, the energy per counted pair. The energy and its change under exchange k are

E_V(s) = Σ_j V_j n_j(s)

d_k E_V(s) = E_V(τ_k s) − E_V(s).

In the file these are `shellEnergy n V` and `change (τ k) (shellEnergy n V)`. The same `change` applies to any observable X, and d_k X denotes it below. The function `acceptance β x` is the heat-bath probability

a(x) = 1/(1 + exp(βx)),

where β = 1/(k_B T) is the inverse temperature, with k_B Boltzmann's constant, and x is the energy cost of the exchange. For weights p(s), `residual` has one component per shell:

F_j(V) = Σ_k Σ_s p(s) d_k n_j(s) a(d_k E_V(s)).

The exchanges are virtual because the configuration stays where it is: one only evaluates what an exchange would do and how likely its acceptance would be under the trial interactions V.

The theorem `interaction_recovery` takes p to be the normalised Boltzmann weights generated by interactions V₀. For β > 0, involutive exchanges and identifiable counts, it states that F(V) = 0 in every shell if and only if V = V₀. The one-shell version, `one_shell_recovery`, uses a single involutive exchange, again with β > 0, and replaces identifiability by the condition that the exchange change the count of some configuration.

## What the data must contain

The result bears on the inverse problem of alloy simulation, obtaining effective interactions from equilibrium configurations, for a finite system with known temperature, exact weights and an energy exactly linear in the chosen counts. Sampling noise, missing shells and numerical solution of F(V) = 0 are not treated. Exact Boltzmann weights also give the true exchange energies directly, since ln(p(s)/p(τ_k s)) = β d_k E(s). The residual is instead an average over configurations, which can be estimated from a sample. A finite sample usually misses some configurations and gives them weight zero, whereas the uniqueness argument assumes p(s) > 0 everywhere.

The counts are arbitrary real functions, and fixed composition is not imposed. Swapping the occupants of two sites is one example of an involution, and it conserves composition.

The condition `Identifiable τ n` says that if Σ_j c_j d_k n_j(s) = 0 for every exchange k and configuration s, then every c_j is zero. Physically, no change of the interactions may be invisible to all exchange energies.

A ring of four sites with two A and two B atoms shows what happens without it. Let n₁ count the unlike nearest-neighbour pairs and n₂ the unlike pairs across the ring. Each of the two A atoms forms an unlike pair with each of the two B atoms, so n₁ + n₂ = 4 in every configuration. Adding the same constant to V₁ and V₂ shifts all energies equally and changes no exchange energy. The residual therefore vanishes along a whole line of interactions, and only V₁ − V₂ can be recovered.

## Why the true interactions give zero

Fix one exchange τ and an energy E, and write d for the change under τ. Let Z = Σ_t exp(−βE(t)). In this section x and y are not energies but the Boltzmann factors x = exp(−βE(s)) and y = exp(−βE(τs)). Then exp(β dE(s)) = x/y, and the Boltzmann weight π(s) = x/Z satisfies

π(s) a(dE(s)) = (x/Z) · 1/(1 + x/y) = xy/(Z(x + y)).

The right-hand side is symmetric in x and y, so s and τs give the same value. This is `detailed_balance`. Its local statement `key` is the algebra in x, y and Z, and `ratio` rewrites the exponential of an energy difference as a quotient of Boltzmann factors.

For any observable X, the involution gives

dX(τs) = X(s) − X(τs) = −dX(s).

Let A = Σ_s π(s) dX(s) a(dE(s)). Relabelling s as τs leaves the sum unchanged, while detailed balance and the sign of dX turn it into −A. Hence A = −A, and A = 0. In `exchange_average_zero`, the relabelling is `hτ.bijective.sum_comp`, the sign reversal is `h2`, and `linarith` draws the conclusion. This step holds for every real β.

Taking X = n_j and E = E_{V₀}, then summing over the exchanges, gives F_j(V₀) = 0.

## Why one interaction has no rival

For β > 0 the acceptance is strictly decreasing, so for x ≠ y

(x − y)(a(x) − a(y)) < 0.

This is `acceptance_pair_neg`, proved by treating x < y and x > y separately.

With one shell and count change d(s), let V < W. Where d(s) ≠ 0, put x = W d(s) and y = V d(s). The inequality becomes

(W − V) d(s) (a(W d(s)) − a(V d(s))) < 0,

and division by W − V > 0 gives d(s) a(W d(s)) < d(s) a(V d(s)). Configurations with d(s) = 0 contribute nothing to either sum. Since the weights are positive and some d(s) is nonzero, the full sum strictly decreases. The theorem `one_shell_strictAnti` follows this argument, with `Finset.sum_lt_sum` combining the weak inequalities with one strict one. A strictly decreasing function takes the value zero at most once, and V₀ is already a zero.

## Many shells through one scalar

With several shells, F is a vector, and monotonicity has to be expressed by a pairing. Write x_k(s) = d_k E_V(s) and y_k(s) = d_k E_W(s). Since the energy is linear in the interactions,

x_k(s) − y_k(s) = Σ_j (V_j − W_j) d_k n_j(s).

Multiplying F_j(V) − F_j(W) by V_j − W_j, summing over j and exchanging the finite sums gives

Σ_j (V_j − W_j)(F_j(V) − F_j(W)) = Σ_k Σ_s p(s) (x_k(s) − y_k(s)) (a(x_k(s)) − a(y_k(s))).

This is `residual_pairing`. The lemma `change_shellEnergy` supplies the linearity, and two uses of `Finset.sum_comm` reorder the sums.

Suppose F(V) = F(W). The left side is zero, while every term on the right is at most zero and is negative wherever x_k(s) ≠ y_k(s). So x_k(s) = y_k(s) for all k and s, the combination with coefficients V_j − W_j is invisible, and identifiability gives V = W. In the proof of `residual_injective_iff`, these steps are `hle`, `heq` and `hz`.

The converse also holds. If c is an invisible combination, all exchange energies for the interactions c vanish, just as for zero interactions. Thus F(c) = F(0), and injectivity gives c = 0. This equivalence is proved for positive weights and β > 0, and it assumes neither Boltzmann weights nor involutive exchanges. In `interaction_recovery`, the Boltzmann form and the involutions give F(V₀) = 0. Boltzmann weights are also positive, so injectivity applies and excludes every other zero.

The theorem `interaction_recovery_witness` supplies an example for every number m of shells, including m = 0. It takes m + 1 configurations, swaps configuration 0 with each of the others, and uses the indicators of those others as counts. Evaluated at configuration 0, the swap labelled k changes only count k, by 1, so an invisible combination has c_k = 0 for each k. The example is abstract and does not represent a particular lattice.

## Metropolis acceptance in place of heat bath

The acceptance could also be modelled by the Metropolis rule min(1, exp(−βx)). It satisfies detailed balance too, so the average at the true interactions would still vanish. It is constant for x ≤ 0, however, and strict monotonicity for an arbitrary d would be lost: with d(s) = −1 everywhere, the one-shell sum does not vary for V ≥ 0. For involutive exchanges uniqueness would survive, because s and τs have opposite exchange energies and at least one of the two lies on the strictly decreasing branch. A proof along these lines would treat configurations in pairs, where the heat-bath rule allows each to be treated alone.
